# For Real w ≠ 0 the Oscillator Propagator exp(−iw|t|) Has a Kink at t = 0, Which Gives a Contact Term

## Two straight lines joined at t = 0

Take the functions 1 − it and 1 + it of a real time t. Use the first for t ≥ 0 and the second for t < 0. The result is

1 − i|t|.

It is continuous, because both lines pass through 1 at t = 0. Its slope is i on the left and −i on the right, so it has no derivative at t = 0.

Now compare two ways to take a second derivative. If each line is differentiated twice before they are joined, the result is zero everywhere. If the lines are joined first, the slope drops by 2i at t = 0, and the second derivative is −2i δ(t). The two results agree at every t ≠ 0 and differ by a term located at t = 0. Such a term is called a contact term.

## Two operator orders of one oscillator

For a harmonic oscillator of angular frequency w > 0 in its ground state, with x(t) the position operator in the Heisenberg picture, the correlator ⟨x(t)x(0)⟩, divided by its value at t = 0, is exp(−iwt). The opposite order ⟨x(0)x(t)⟩ gives exp(iwt). Time ordering puts the later operator on the left, so it selects the first function for t ≥ 0 and the second for t < 0:

G(t) = exp(−iw|t|).

To first order in t with w = 1, this is the joined pair of lines above.

Differentiating each order first and ordering afterwards gives the time-ordered correlator of velocity and position, divided by the same constant ⟨x(0)x(0)⟩,

V(t) = −iw exp(−iwt) for t ≥ 0,
V(t) = iw exp(iwt) for t < 0.

For this single free mode, the contact term found below is, up to a constant factor fixed by the definition of that function, the source in the equation of motion of the time-ordered Green's function, as met for a harmonic phonon.

## What is stated about G and V

In Lean, `timeOrdered f g` is the function that equals f for t ≥ 0 and g for t < 0. The exponential exp(ct) is `mode c`, G is `propagator w` and V is `velocityPropagator w`. The frequency w is any real number; the ground-state reading needs w > 0.

There are three main statements.

- `propagator_kink`: at t = 0, G has right derivative −iw and left derivative iw, and it is differentiable there if and only if w = 0. The one-sided derivatives are expressed by `HasDerivWithinAt` on the half-lines `Set.Ici 0` (t ≥ 0) and `Set.Iic 0` (t ≤ 0).
- `equation_of_motion_away`: at every t ≠ 0, G' = V and V' = −w²G.
- `contact_term`: let φ be a complex test function with first derivative φ₁ and continuous second derivative φ₂. If φ and φ₁ vanish at both ends of [−a, b], with a, b ≥ 0, then

∫ G(t) (φ₂(t) + w² φ(t)) dt = −2iw φ(0),

where the integral runs from −a to b. This is the meaning given here to

G'' + w²G = −2iw δ(t).

Both derivatives have been moved onto φ, so no delta function or distribution appears as a Lean object. If a or b is zero, the end conditions force φ(0) = 0 and both sides vanish.

The model starts from the two correlators as given functions of time. Operators, states and commutators are not part of it, nor are interactions or damping.

## One-sided slopes by hand

Let T be the time ordering of f and g. If t > 0, all times close enough to t are also positive, so T coincides with f near t and T'(t) = f'(t). If t < 0, the same argument gives T'(t) = g'(t). Away from t = 0, differentiation therefore passes through time ordering.

At t = 0, suppose f(0) = g(0), f'(0) = p and g'(0) = q. For t > 0 the difference quotient is

(T(t) − T(0))/t = (f(t) − f(0))/t → p.

For t < 0 it is

(T(t) − T(0))/t = (g(t) − f(0))/t = (g(t) − g(0))/t → q.

The middle step uses f(0) = g(0). A two-sided derivative exists exactly when p = q.

For G the common value is 1, with p = −iw and q = iw. Equality would mean 2iw = 0, hence w = 0.

For t ≠ 0 the first argument gives G' = V. Applied once more, it gives V' = −w²G, since (−iw)² = (iw)² = −w².

## The delta function from boundary terms

For any complex c, the product rule gives

d/dt [exp(ct)(φ₁ − cφ)]
= c exp(ct)(φ₁ − cφ) + exp(ct)(φ₂ − cφ₁)
= exp(ct)(φ₂ − c²φ).

With c = ±iw the last bracket is φ₂ + w²φ. Split the integral at t = 0. On the left G = exp(iwt), so c = iw. The term at −a vanishes, leaving

φ₁(0) − iwφ(0).

On the right G = exp(−iwt), so c = −iw. The term at b vanishes, and the lower limit contributes

−(φ₁(0) + iwφ(0)).

In the sum φ₁(0) cancels, because G is continuous. The terms with φ(0) add up to −2iwφ(0), which is the jump of V at t = 0 times φ(0). For an oscillator of mass m and w > 0, this jump is the equal-time commutator of velocity and position, −iħ/m, divided by ⟨x(0)x(0)⟩ = ħ/(2mw).

## Two orders that disagree at t = 0

The condition f(0) = g(0) matters. Take f = 1 and g = 0, both constant. Then p = q = 0, yet the time-ordered function is a step. It is not even continuous at t = 0, and its left difference quotient −1/t diverges. Equal slopes do not help if the values differ.

V shows the same behaviour for w ≠ 0: its two branches have the same slope −w² at t = 0, but the values −iw and iw. A contact term then appears at the first derivative of V, which is the second derivative of G.

## Kink and contact term in Lean

```lean
import Mathlib

open Complex (I)
open scoped Topology

namespace TimeOrderingContactTerm

noncomputable section

/-- Time ordering of a two-point function: the correlator `f` of one operator order is used
for `t ≥ 0`, the correlator `g` of the opposite order for `t < 0`. -/
def timeOrdered (f g : ℝ → ℂ) (t : ℝ) : ℂ := if 0 ≤ t then f t else g t

/-- The exponential time dependence `exp (c t)`. -/
def mode (c : ℂ) (t : ℝ) : ℂ := Complex.exp (c * (t : ℂ))

/-- The oscillator propagator `G(t) = exp (-i w |t|)`. -/
def propagator (w t : ℝ) : ℂ := Complex.exp (-I * w * ((|t| : ℝ) : ℂ))

/-- The time-ordered correlator of velocity and position: each operator order is differentiated
first, and time ordering is applied afterwards. -/
def velocityPropagator (w : ℝ) : ℝ → ℂ :=
  timeOrdered (fun s => -I * w * mode (-I * w) s) (fun s => I * w * mode (I * w) s)

/-- The time derivative of `exp (c t)` is `c exp (c t)`. -/
theorem hasDerivAt_mode (c : ℂ) (t : ℝ) : HasDerivAt (mode c) (c * mode c t) t := by
  have h : HasDerivAt (fun s : ℝ => c * (s : ℂ)) c t := by
    simpa using (HasDerivAt.ofReal_comp (hasDerivAt_id t)).const_mul c
  exact h.cexp.congr_deriv (mul_comm _ _)

/-- The propagator is the time ordering of `exp (-i w t)` and `exp (i w t)`. -/
theorem propagator_eq_timeOrdered (w : ℝ) :
    propagator w = timeOrdered (mode (-I * w)) (mode (I * w)) := by
  funext t
  by_cases h : 0 ≤ t
  · simp only [propagator, timeOrdered, mode, if_pos h, abs_of_nonneg h]
  · simp only [propagator, timeOrdered, mode, if_neg h, abs_of_neg (not_le.mp h),
      Complex.ofReal_neg]
    congr 1
    ring

/-- At non-coincident times the time derivative passes through the time ordering. -/
theorem timeOrdered_hasDerivAt {f g f' g' : ℝ → ℂ} {t : ℝ} (ht : t ≠ 0)
    (hf : HasDerivAt f (f' t) t) (hg : HasDerivAt g (g' t) t) :
    HasDerivAt (timeOrdered f g) (timeOrdered f' g' t) t := by
  rcases lt_or_gt_of_ne ht with h | h
  · have e : timeOrdered f g =ᶠ[𝓝 t] g := by
      filter_upwards [Iio_mem_nhds h] with s hs
      have hs' : s < 0 := hs
      simp only [timeOrdered, if_neg (not_le.mpr hs')]
    have v : timeOrdered f' g' t = g' t := if_neg (not_le.mpr h)
    rw [v]
    exact hg.congr_of_eventuallyEq e
  · have h0 : 0 < t := h
    have e : timeOrdered f g =ᶠ[𝓝 t] f := by
      filter_upwards [Ioi_mem_nhds h0] with s hs
      have hs' : 0 < s := hs
      simp only [timeOrdered, if_pos hs'.le]
    have v : timeOrdered f' g' t = f' t := if_pos h0.le
    rw [v]
    exact hf.congr_of_eventuallyEq e

/-- If the two operator orders agree at coincident times, the one-sided derivatives of the
time-ordered function are those of the two orders, and it is differentiable there exactly
when they are equal. -/
theorem timeOrdered_at_coincidence {f g : ℝ → ℂ} {p q : ℂ} (h0 : f 0 = g 0)
    (hf : HasDerivAt f p 0) (hg : HasDerivAt g q 0) :
    HasDerivWithinAt (timeOrdered f g) p (Set.Ici 0) 0 ∧
    HasDerivWithinAt (timeOrdered f g) q (Set.Iic 0) 0 ∧
    (DifferentiableAt ℝ (timeOrdered f g) 0 ↔ p = q) := by
  have hleft : ∀ s ∈ Set.Iic (0 : ℝ), timeOrdered f g s = g s := by
    intro s hs
    rcases lt_or_eq_of_le (Set.mem_Iic.mp hs) with h | h
    · exact if_neg (not_le.mpr h)
    · subst h
      exact (if_pos le_rfl).trans h0
  have hr : HasDerivWithinAt (timeOrdered f g) p (Set.Ici 0) 0 :=
    hf.hasDerivWithinAt.congr (fun s hs => if_pos hs) (if_pos le_rfl)
  have hl : HasDerivWithinAt (timeOrdered f g) q (Set.Iic 0) 0 :=
    hg.hasDerivWithinAt.congr hleft (hleft 0 (Set.mem_Iic.mpr le_rfl))
  refine ⟨hr, hl, fun h => ?_, fun h => ?_⟩
  · -- a two-sided derivative would have to equal both one-sided ones
    have hd := h.hasDerivAt
    have e1 := ((uniqueDiffOn_Ici (0 : ℝ)) 0 (Set.mem_Ici.mpr le_rfl)).eq_deriv _
      hr hd.hasDerivWithinAt
    have e2 := ((uniqueDiffOn_Iic (0 : ℝ)) 0 (Set.mem_Iic.mpr le_rfl)).eq_deriv _
      hl hd.hasDerivWithinAt
    exact e1.trans e2.symm
  · subst h
    have hu := hl.union hr
    rw [Set.Iic_union_Ici, hasDerivWithinAt_univ] at hu
    exact hu.differentiableAt

/-- At `t = 0` the propagator has right derivative `-i w` and left derivative `i w`, and it
is differentiable there only for `w = 0`. -/
theorem propagator_kink (w : ℝ) :
    HasDerivWithinAt (propagator w) (-I * w) (Set.Ici 0) 0 ∧
    HasDerivWithinAt (propagator w) (I * w) (Set.Iic 0) 0 ∧
    (DifferentiableAt ℝ (propagator w) 0 ↔ w = 0) := by
  have hm : ∀ c : ℂ, HasDerivAt (mode c) c 0 := fun c =>
    (hasDerivAt_mode c 0).congr_deriv (by simp [mode])
  rw [propagator_eq_timeOrdered]
  obtain ⟨hr, hl, hd⟩ := timeOrdered_at_coincidence
    (by simp [mode]) (hm (-I * w)) (hm (I * w))
  refine ⟨hr, hl, hd.trans ⟨fun h => ?_, fun h => by simp [h]⟩⟩
  have h2 : 2 * I * (w : ℂ) = 0 := by linear_combination -h
  simpa using h2

/-- At `t ≠ 0` the propagator has the time-ordered velocity-position correlator as its derivative,
and the derivative of the latter is `-w² G(t)`. -/
theorem equation_of_motion_away (w : ℝ) {t : ℝ} (ht : t ≠ 0) :
    HasDerivAt (propagator w) (velocityPropagator w t) t ∧
    HasDerivAt (velocityPropagator w) (-(w : ℂ) ^ 2 * propagator w t) t := by
  constructor
  · rw [propagator_eq_timeOrdered]
    unfold velocityPropagator
    exact timeOrdered_hasDerivAt ht (hasDerivAt_mode _ _) (hasDerivAt_mode _ _)
  · have h : HasDerivAt (velocityPropagator w)
        (timeOrdered (fun s => -I * w * (-I * w * mode (-I * w) s))
          (fun s => I * w * (I * w * mode (I * w) s)) t) t :=
      timeOrdered_hasDerivAt ht ((hasDerivAt_mode _ _).const_mul _)
        ((hasDerivAt_mode _ _).const_mul _)
    refine h.congr_deriv ?_
    rw [propagator_eq_timeOrdered]
    simp only [timeOrdered]
    split_ifs
    · linear_combination ((w : ℂ) ^ 2 * mode (-I * w) t) * Complex.I_sq
    · linear_combination ((w : ℂ) ^ 2 * mode (I * w) t) * Complex.I_sq

/-- Integrating `exp (c t)` against `φ'' - c² φ` leaves only boundary terms. -/
theorem integral_mode (c : ℂ) (a b : ℝ) {φ φ₁ φ₂ : ℝ → ℂ}
    (h1 : ∀ t, HasDerivAt φ (φ₁ t) t) (h2 : ∀ t, HasDerivAt φ₁ (φ₂ t) t)
    (hc : Continuous φ₂) :
    ∫ t in a..b, mode c t * (φ₂ t - c ^ 2 * φ t) =
      mode c b * (φ₁ b - c * φ b) - mode c a * (φ₁ a - c * φ a) := by
  have hφ : Continuous φ := continuous_iff_continuousAt.2 fun t => (h1 t).continuousAt
  have hm : Continuous (mode c) :=
    continuous_iff_continuousAt.2 fun t => (hasDerivAt_mode c t).continuousAt
  have hd : ∀ t, HasDerivAt (fun s => mode c s * (φ₁ s - c * φ s))
      (mode c t * (φ₂ t - c ^ 2 * φ t)) t := fun t =>
    ((hasDerivAt_mode c t).fun_mul ((h2 t).fun_sub ((h1 t).const_mul c))).congr_deriv
      (by ring)
  exact intervalIntegral.integral_eq_sub_of_hasDerivAt (fun t _ => hd t)
    ((hm.mul (hc.sub (continuous_const.mul hφ))).intervalIntegrable _ _)

/-- The contact term: `G'' + w² G = -2 i w δ(t)`, tested against any twice continuously
differentiable `φ` that vanishes with its first derivative at the ends of `[-a, b]`. -/
theorem contact_term (w : ℝ) {a b : ℝ} (ha : 0 ≤ a) (hb : 0 ≤ b) {φ φ₁ φ₂ : ℝ → ℂ}
    (h1 : ∀ t, HasDerivAt φ (φ₁ t) t) (h2 : ∀ t, HasDerivAt φ₁ (φ₂ t) t)
    (hc : Continuous φ₂) (ha0 : φ (-a) = 0) (ha1 : φ₁ (-a) = 0)
    (hb0 : φ b = 0) (hb1 : φ₁ b = 0) :
    ∫ t in (-a)..b, propagator w t * (φ₂ t + (w : ℂ) ^ 2 * φ t) = -2 * I * w * φ 0 := by
  have hφ : Continuous φ := continuous_iff_continuousAt.2 fun t => (h1 t).continuousAt
  have hG : Continuous (propagator w) := Complex.continuous_exp.comp
    (continuous_const.mul (Complex.continuous_ofReal.comp continuous_abs))
  have hi : ∀ u v : ℝ, IntervalIntegrable
      (fun t => propagator w t * (φ₂ t + (w : ℂ) ^ 2 * φ t)) MeasureTheory.volume u v :=
    fun u v => (hG.mul (hc.add (continuous_const.mul hφ))).intervalIntegrable u v
  -- on each side of t = 0 the propagator is a single exponential
  have hL : ∫ t in (-a)..0, propagator w t * (φ₂ t + (w : ℂ) ^ 2 * φ t) =
      ∫ t in (-a)..0, mode (I * w) t * (φ₂ t - (I * w) ^ 2 * φ t) := by
    apply intervalIntegral.integral_congr
    intro t ht
    rw [Set.uIcc_of_le (by linarith)] at ht
    have e : propagator w t = mode (I * w) t := by
      simp only [propagator, mode, abs_of_nonpos ht.2, Complex.ofReal_neg]
      congr 1
      ring
    simp only [e]
    linear_combination (mode (I * w) t * (w : ℂ) ^ 2 * φ t) * Complex.I_sq
  have hR : ∫ t in (0 : ℝ)..b, propagator w t * (φ₂ t + (w : ℂ) ^ 2 * φ t) =
      ∫ t in (0 : ℝ)..b, mode (-I * w) t * (φ₂ t - (-I * w) ^ 2 * φ t) := by
    apply intervalIntegral.integral_congr
    intro t ht
    rw [Set.uIcc_of_le hb] at ht
    have e : propagator w t = mode (-I * w) t := by
      simp only [propagator, mode, abs_of_nonneg ht.1]
    simp only [e]
    linear_combination (mode (-I * w) t * (w : ℂ) ^ 2 * φ t) * Complex.I_sq
  have m0 : ∀ c : ℂ, mode c 0 = 1 := fun c => by simp [mode]
  -- the boundary terms at t = 0 add up to `-2 i w φ(0)`
  rw [← intervalIntegral.integral_add_adjacent_intervals (hi (-a) 0) (hi 0 b), hL, hR,
    integral_mode _ _ _ h1 h2 hc, integral_mode _ _ _ h1 h2 hc, ha0, ha1, hb0, hb1, m0, m0]
  ring

end

end TimeOrderingContactTerm
```

```lean
#print axioms TimeOrderingContactTerm.propagator_kink
#print axioms TimeOrderingContactTerm.equation_of_motion_away
#print axioms TimeOrderingContactTerm.contact_term
```

```
'TimeOrderingContactTerm.propagator_kink' depends on axioms: [propext, Classical.choice, Quot.sound]
'TimeOrderingContactTerm.equation_of_motion_away' depends on axioms: [propext, Classical.choice, Quot.sound]
'TimeOrderingContactTerm.contact_term' depends on axioms: [propext, Classical.choice, Quot.sound]
```

## How the Lean proof follows the two half-lines

`hasDerivAt_mode` differentiates the exponential, and `propagator_eq_timeOrdered` identifies G with the ordered pair by treating t ≥ 0 and t < 0 separately.

In `timeOrdered_hasDerivAt`, the phrase "all times close enough to t" becomes an equality of functions in a neighbourhood, written `=ᶠ[𝓝 t]`. The step `congr_of_eventuallyEq` then transfers the derivative from the selected branch to the ordered function. `equation_of_motion_away` uses this lemma twice, with `Complex.I_sq` supplying i² = −1.

`timeOrdered_at_coincidence` contains the argument at t = 0. Its auxiliary statement `hleft` says that the ordered function equals g on all of t ≤ 0, including the endpoint, where `h0` is needed. `propagator_kink` inserts the two exponentials and reduces equality of the slopes to 2iw = 0.

`integral_mode` is the product-rule computation followed by the fundamental theorem of calculus. In `contact_term`, the steps `hL` and `hR` replace G by a single exponential on each side. The integral is split with `integral_add_adjacent_intervals`, the end conditions remove the outer boundary terms, and `ring` adds the two contributions from t = 0.

## Why a one-sided derivative is unique

The Lean proof of the kink rests on how Mathlib treats derivatives within a set. `HasDerivWithinAt T p s 0` says that p is a derivative of T at 0 when only points of s are compared. This is a relation between T and p, and by itself it does not make p unique. Within the set {0}, for example, every number is a derivative of every function, because there is no other point to compare with.

A half-line has enough points near its end to fix the slope. `uniqueDiffOn_Ici` and `uniqueDiffOn_Iic` record this, and `eq_deriv` turns it into an equation between two derivatives. If T had a two-sided derivative d, then d would also be a derivative within each half-line. Uniqueness on the right gives p = d and uniqueness on the left gives q = d, so p = q.

The converse glues the half-lines together. If p = q, then `hl.union hr` gives a derivative within the union of t ≤ 0 and t ≥ 0. That union is the whole real line, and a derivative within the whole line is an ordinary derivative.
